# Hopping models that agree within $R$ hops of a site and have norms at most $W$: local Green functions at that site differ by at most $2(W/|z|)^{2R+2}/(|z|-W)$ for $|z|>W$

## Do the bonds leaving the cluster have to agree?

When I say that two tight-binding Hamiltonians agree within distance $R$ of a site $o$, I have to decide what happens to the bonds that leave this ball. I would like to fix only the matrix elements between two sites inside it, because cutting out a cluster removes the boundary bonds. But an electron starting at $o$ reaches such a bond after only $R$ hops. Shouldn't the local Green function then already go wrong at order $R+1$ in the hopping, rather than $2R+2$?

## The electron also has to come back

Your choice is sufficient: only entries between two sites of the ball need to agree. A changed bond can be reached after $R$ hops, but the local Green function counts closed walks. One that leaves the ball needs at least $R+1$ hops out and $R+1$ back.

Let $H,H'$ be matrices on the sites of a finite graph, with off-diagonal entries only on edges and operator norms at most $W$. On-site energies are allowed, and distance is counted in edges of the graph. Write $g=(z-H)^{-1}$ and $g'=(z-H')^{-1}$, with $|z|>W$.

**Equal return amplitudes.** Each factor of $H$ moves the electron by at most one edge, so $(H^n)_{oj}=0$ if $j$ is farther than $n$ from $o$. Next, $(H^n)_{oj}=(H'^n)_{oj}$ for $n\le R$. This is clear for $n=0$, and in
$$(H^{n+1})_{oj}=\sum_k (H^n)_{ok}H_{kj},\qquad n+1\le R,$$
both sides vanish for $H$ and $H'$ if $j$ is beyond distance $n+1$. Otherwise only $k$ within distance $n$ contribute, and there $H_{kj}=H'_{kj}$. The same holds for columns, by transposition.

For $1\le n\le 2R+1$, write $n=a+1+b$ with $a,b\le R$. Then
$$(H^n)_{oo}=\sum_{k}\sum_j (H^a)_{oj}\,H_{jk}\,(H^b)_{ko}.$$
Only $j,k$ in the ball contribute, and all three factors agree with those of $H'$. Hence $(H^n)_{oo}=(H'^n)_{oo}$ for all $n\le 2R+1$; the case $n=0$ is trivial.

**Cancelling the equal terms.** If $(z-H)v=0$ with $v\ne0$, then $|z|\|v\|=\|Hv\|\le W\|v\|$, which contradicts $|z|>W$. So $g$ exists and $zg=1+Hg$. Multiplying by $H^n$ gives
$$z\,(H^ng)_{oo}=(H^n)_{oo}+(H^{n+1}g)_{oo}.$$
Subtracting the same equation for $H'$ and iterating, we find for $n\le 2R+2$
$$z^n(g_{oo}-g'_{oo})=(H^ng)_{oo}-(H'^ng')_{oo}.$$

**Bounding the rest.** From $|z|\|g\|\le 1+W\|g\|$ we get $\|g\|\le 1/(|z|-W)$, and likewise for $g'$. A matrix entry is at most the norm, so at $n=2R+2$ each term on the right is at most $W^{2R+2}/(|z|-W)$. Adding the two and dividing by $|z|^{2R+2}$ gives the bound.

**The smallest case.** Take a dimer with hopping $t$ and zero on-site energies, and cut its bond, so $R=0$. Then
$$\frac{z}{z^2-t^2}-\frac1z=\frac{t^2}{z(z^2-t^2)}.$$
The error starts at second order in $t$, as the exponent $2R+2$ says.

## What the Lean statement fixes

The sites form the finite type `V`, and `G` is the graph. `InBall G o R i` says that a walk of at most `R` steps leads from `o` to `i`, so a site in another component is never in the ball. `HopsOn G H` restricts the hoppings to edges, and `heq` is your choice: equality only when both sites are in the ball. The norm is the $\ell^2$ operator norm, which for Hermitian $H$ is the largest absolute eigenvalue. `green H z` is the matrix inverse.

The main theorem, `local_green_sub_le`, takes complex matrices and any complex `z` with `W < ‖z‖`. Neither Hermiticity nor real entries are needed. `local_green_sub_le_imaginary` sets $z=iy$ with $y>W$. In `cluster_error_le`, the second Hamiltonian is `cluster G o R H`, which keeps the outside sites as decoupled sites at zero energy.

For non-interacting electrons on a finite lattice, with energies measured from the chemical potential, this gives a cluster radius that suffices for a given accuracy of the local Green function at a Matsubara frequency of magnitude above $W$; a smaller one may do. It gives no estimate at Matsubara frequencies of magnitude up to $W$, for the spectrum at real energies inside $[-W,W]$, or for interacting electrons.

```lean
import Mathlib

open Matrix
open scoped Matrix.Norms.L2Operator

namespace ClusterConvergence

noncomputable section

variable {V : Type*} [Fintype V] [DecidableEq V]

/-- Site `i` lies within graph distance `R` of site `o`: some walk of at most `R` steps
leads from `o` to `i`. -/
def InBall (G : SimpleGraph V) (o : V) (R : ℕ) (i : V) : Prop :=
  ∃ p : G.Walk o i, p.length ≤ R

/-- The off-diagonal entries (hoppings) of `H` live only on edges of the graph. -/
def HopsOn (G : SimpleGraph V) (H : Matrix V V ℂ) : Prop :=
  ∀ i j, i ≠ j → ¬ G.Adj i j → H i j = 0

/-- The Green function `(z - H)⁻¹`, for `z` not an eigenvalue of `H`. -/
def green (H : Matrix V V ℂ) (z : ℂ) : Matrix V V ℂ :=
  (z • (1 : Matrix V V ℂ) - H)⁻¹

open Classical in
/-- The cluster Hamiltonian: entries of `H` between sites within distance `R` of `o` are kept,
all others are set to zero. -/
def cluster (G : SimpleGraph V) (o : V) (R : ℕ) (H : Matrix V V ℂ) : Matrix V V ℂ :=
  fun i j => if InBall G o R i ∧ InBall G o R j then H i j else 0

omit [Fintype V] [DecidableEq V] in
private lemma InBall.mono {G : SimpleGraph V} {o i : V} {m n : ℕ}
    (h : InBall G o m i) (hmn : m ≤ n) : InBall G o n i := by
  obtain ⟨p, hp⟩ := h
  exact ⟨p, hp.trans hmn⟩

/-- For a Hamiltonian `H` with hoppings only on edges, the entry `(H ^ n) o j` vanishes if `j` does
not lie within distance `n` of `o`. -/
theorem pow_eq_zero_outside {G : SimpleGraph V} {H : Matrix V V ℂ} (hH : HopsOn G H)
    (o : V) (n : ℕ) (j : V) (hj : ¬ InBall G o n j) : (H ^ n) o j = 0 := by
  induction n generalizing j with
  | zero =>
    have hne : o ≠ j := by
      rintro rfl
      exact hj ⟨SimpleGraph.Walk.nil, by simp⟩
    rw [pow_zero, Matrix.one_apply_ne hne]
  | succ n ih =>
    rw [pow_succ, Matrix.mul_apply]
    refine Finset.sum_eq_zero fun k _ => ?_
    by_cases hk : InBall G o n k
    · -- one more hop from `k` cannot reach `j`
      have h0 : H k j = 0 := by
        apply hH
        · rintro rfl
          exact hj (hk.mono (Nat.le_succ n))
        · intro hadj
          obtain ⟨p, hp⟩ := hk
          exact hj ⟨p.concat hadj, by rw [SimpleGraph.Walk.length_concat]; omega⟩
      rw [h0, mul_zero]
    · rw [ih k hk, zero_mul]

private lemma row_eq {G : SimpleGraph V} {H H' : Matrix V V ℂ} (hH : HopsOn G H)
    (hH' : HopsOn G H') {o : V} {R : ℕ}
    (heq : ∀ i j, InBall G o R i → InBall G o R j → H i j = H' i j)
    (n : ℕ) (hn : n ≤ R) (j : V) : (H ^ n) o j = (H' ^ n) o j := by
  induction n generalizing j with
  | zero => rw [pow_zero, pow_zero]
  | succ n ih =>
    by_cases hj : InBall G o (n + 1) j
    · rw [pow_succ, pow_succ, Matrix.mul_apply, Matrix.mul_apply]
      refine Finset.sum_congr rfl fun k _ => ?_
      by_cases hk : InBall G o n k
      · rw [ih (by omega) k, heq k j (hk.mono (by omega)) (hj.mono hn)]
      · rw [pow_eq_zero_outside hH o n k hk, pow_eq_zero_outside hH' o n k hk,
          zero_mul, zero_mul]
    · rw [pow_eq_zero_outside hH o _ j hj, pow_eq_zero_outside hH' o _ j hj]

/-- Two Hamiltonians with hoppings only on edges, whose entries agree between sites within
distance `R` of `o`, have equal return amplitudes at `o` up to order `2R + 1`. -/
theorem return_amplitude_eq {G : SimpleGraph V} {H H' : Matrix V V ℂ} (hH : HopsOn G H)
    (hH' : HopsOn G H') {o : V} {R : ℕ}
    (heq : ∀ i j, InBall G o R i → InBall G o R j → H i j = H' i j)
    (n : ℕ) (hn : n ≤ 2 * R + 1) : (H ^ n) o o = (H' ^ n) o o := by
  rcases Nat.eq_zero_or_pos n with rfl | hpos
  · rw [pow_zero, pow_zero]
  -- split the closed walk into two halves of at most `R` steps and one middle step
  obtain ⟨a, b, ha, hb, rfl⟩ : ∃ a b, a ≤ R ∧ b ≤ R ∧ n = a + 1 + b :=
    ⟨(n - 1) / 2, n - 1 - (n - 1) / 2, by omega, by omega, by omega⟩
  have hT : HopsOn G Hᵀ := fun i j hij hadj => hH j i hij.symm fun h => hadj h.symm
  have hT' : HopsOn G H'ᵀ := fun i j hij hadj => hH' j i hij.symm fun h => hadj h.symm
  have hcol : ∀ k, (H ^ b) k o = (H' ^ b) k o := fun k => by
    have h := row_eq hT hT' (fun i j hi hj => heq j i hj hi) b hb k
    simpa only [← Matrix.transpose_pow, Matrix.transpose_apply] using h
  have hout : ∀ k, ¬ InBall G o R k → (H' ^ b) k o = 0 := fun k hk => by
    have h := pow_eq_zero_outside hT' o b k fun h => hk (h.mono hb)
    simpa only [← Matrix.transpose_pow, Matrix.transpose_apply] using h
  rw [pow_add H (a + 1) b, pow_add H' (a + 1) b, Matrix.mul_apply, Matrix.mul_apply]
  refine Finset.sum_congr rfl fun k _ => ?_
  rw [hcol k]
  by_cases hk : InBall G o R k
  · congr 1
    rw [pow_succ, pow_succ, Matrix.mul_apply, Matrix.mul_apply]
    refine Finset.sum_congr rfl fun j _ => ?_
    by_cases hj : InBall G o R j
    · rw [row_eq hH hH' heq a ha j, heq j k hj hk]
    · have hja : ¬ InBall G o a j := fun h => hj (h.mono ha)
      rw [pow_eq_zero_outside hH o a j hja, pow_eq_zero_outside hH' o a j hja,
        zero_mul, zero_mul]
  · rw [hout k hk, mul_zero, mul_zero]

/-- For `|z|` above the operator norm of `H`, the Green function exists and obeys the
equation of motion `z G = 1 + H G`. -/
theorem green_equation {H : Matrix V V ℂ} {z : ℂ} (hz : ‖H‖ < ‖z‖) :
    IsUnit (z • (1 : Matrix V V ℂ) - H).det ∧ z • green H z = 1 + H * green H z := by
  have hu : IsUnit (z • (1 : Matrix V V ℂ) - H).det := by
    rw [isUnit_iff_ne_zero]
    intro h
    -- a null vector would be an eigenvector with too large an eigenvalue
    obtain ⟨v, hv, h0⟩ := Matrix.exists_mulVec_eq_zero_iff.mpr h
    rw [Matrix.sub_mulVec, Matrix.smul_mulVec, Matrix.one_mulVec, sub_eq_zero] at h0
    have h2 : ‖(WithLp.toLp 2 (H *ᵥ v) : EuclideanSpace ℂ V)‖
        ≤ ‖H‖ * ‖(WithLp.toLp 2 v : EuclideanSpace ℂ V)‖ :=
      Matrix.l2_opNorm_mulVec H (WithLp.toLp 2 v)
    rw [← h0, WithLp.toLp_smul, norm_smul] at h2
    have hpos : 0 < ‖(WithLp.toLp 2 v : EuclideanSpace ℂ V)‖ :=
      norm_pos_iff.2 fun h => hv (congrArg WithLp.ofLp h)
    exact not_le_of_gt hz (le_of_mul_le_mul_right h2 hpos)
  refine ⟨hu, ?_⟩
  have h : (z • (1 : Matrix V V ℂ) - H) * green H z = 1 := Matrix.mul_nonsing_inv _ hu
  rw [sub_mul, smul_mul_assoc, one_mul] at h
  exact sub_eq_iff_eq_add.1 h

private lemma entry_le (A : Matrix V V ℂ) (i j : V) : ‖A i j‖ ≤ ‖A‖ := by
  have h : ‖(WithLp.toLp 2 (A *ᵥ (EuclideanSpace.single j (1 : ℂ)).ofLp) :
      EuclideanSpace ℂ V)‖ ≤ ‖A‖ * ‖EuclideanSpace.single j (1 : ℂ)‖ :=
    Matrix.l2_opNorm_mulVec A _
  have hx : ‖EuclideanSpace.single j (1 : ℂ)‖ = 1 := by simp
  have he : (A *ᵥ (EuclideanSpace.single j (1 : ℂ)).ofLp) i = A i j := by simp
  rw [hx, mul_one] at h
  rw [← he]
  exact (PiLp.norm_apply_le (WithLp.toLp 2
    (A *ᵥ (EuclideanSpace.single j (1 : ℂ)).ofLp) : EuclideanSpace ℂ V) i).trans h

private lemma remainder_le {H : Matrix V V ℂ} {z : ℂ} {W : ℝ} (hW : ‖H‖ ≤ W)
    (hz : W < ‖z‖) (o : V) {N : ℕ} (hN : 0 < N) :
    ‖(H ^ N * green H z) o o‖ ≤ W ^ N * (1 / (‖z‖ - W)) := by
  have : Nonempty V := ⟨o⟩
  have hG : ‖green H z‖ ≤ 1 / (‖z‖ - W) := by
    have h1 : ‖z‖ * ‖green H z‖ ≤ 1 + ‖H‖ * ‖green H z‖ := by
      rw [← norm_smul, (green_equation (hW.trans_lt hz)).2]
      refine (norm_add_le _ _).trans (add_le_add ?_ (norm_mul_le _ _))
      exact le_of_eq CStarRing.norm_one
    have h2 := mul_le_mul_of_nonneg_right hW (norm_nonneg (green H z))
    rw [le_div_iff₀ (sub_pos.2 hz)]
    linarith
  have hP : ‖H ^ N‖ ≤ W ^ N :=
    (norm_pow_le' H hN).trans (pow_le_pow_left₀ (norm_nonneg _) hW N)
  exact (entry_le _ o o).trans ((norm_mul_le _ _).trans
    (mul_le_mul hP hG (norm_nonneg _) ((norm_nonneg _).trans hP)))

/-- Two Hamiltonians with hoppings only on edges and operator norms at most `W`, whose entries
agree between sites within distance `R` of `o`, have local Green functions at `o` that differ
by at most `2 (W/|z|)^(2R+2) / (|z| - W)` whenever `|z| > W`. -/
theorem local_green_sub_le {G : SimpleGraph V} {H H' : Matrix V V ℂ} (hH : HopsOn G H)
    (hH' : HopsOn G H') {o : V} {R : ℕ}
    (heq : ∀ i j, InBall G o R i → InBall G o R j → H i j = H' i j)
    {W : ℝ} (hW : ‖H‖ ≤ W) (hW' : ‖H'‖ ≤ W) {z : ℂ} (hz : W < ‖z‖) :
    ‖green H z o o - green H' z o o‖
      ≤ 2 * (W / ‖z‖) ^ (2 * R + 2) / (‖z‖ - W) := by
  have step : ∀ A : Matrix V V ℂ, ‖A‖ ≤ W → ∀ n : ℕ,
      z * (A ^ n * green A z) o o = (A ^ n) o o + (A ^ (n + 1) * green A z) o o := by
    intro A hA n
    have e : z • (A ^ n * green A z) = A ^ n + A ^ (n + 1) * green A z := by
      rw [← mul_smul_comm, (green_equation (hA.trans_lt hz)).2, mul_add, mul_one,
        pow_succ, mul_assoc]
    have h := congrFun (congrFun e o) o
    simpa only [Matrix.smul_apply, Matrix.add_apply, smul_eq_mul] using h
  -- iterate the equation of motion; equal return amplitudes cancel
  have iter : ∀ n : ℕ, n ≤ 2 * R + 2 → z ^ n * (green H z o o - green H' z o o)
      = (H ^ n * green H z) o o - (H' ^ n * green H' z) o o := by
    intro n
    induction n with
    | zero => intro _; simp only [pow_zero, one_mul]
    | succ n ih =>
      intro hn
      have h := return_amplitude_eq hH hH' heq n (by omega)
      linear_combination z * ih (by omega) + step H hW n - step H' hW' n + h
  have hzpos : 0 < ‖z‖ := ((norm_nonneg H).trans hW).trans_lt hz
  have key : ‖green H z o o - green H' z o o‖ * ‖z‖ ^ (2 * R + 2)
      ≤ 2 * (W ^ (2 * R + 2) * (1 / (‖z‖ - W))) := by
    rw [mul_comm, ← norm_pow, ← norm_mul, iter _ le_rfl, two_mul (W ^ (2 * R + 2) * _)]
    exact (norm_sub_le _ _).trans (add_le_add
      (remainder_le hW hz o (by omega)) (remainder_le hW' hz o (by omega)))
  calc ‖green H z o o - green H' z o o‖
      ≤ 2 * (W ^ (2 * R + 2) * (1 / (‖z‖ - W))) / ‖z‖ ^ (2 * R + 2) :=
        (le_div_iff₀ (pow_pos hzpos _)).2 key
    _ = 2 * (W / ‖z‖) ^ (2 * R + 2) / (‖z‖ - W) := by
        rw [div_pow]
        generalize 2 * R + 2 = N
        ring

/-- Two Hamiltonians with hoppings only on edges and operator norms at most `W`, whose entries agree
between sites within distance `R` of `o`, have local Green functions at `o` that differ by at most
`2 (W/y)^(2R+2) / (y - W)` at the imaginary energy `iy`, whenever `y > W`. -/
theorem local_green_sub_le_imaginary {G : SimpleGraph V} {H H' : Matrix V V ℂ}
    (hH : HopsOn G H) (hH' : HopsOn G H') {o : V} {R : ℕ}
    (heq : ∀ i j, InBall G o R i → InBall G o R j → H i j = H' i j)
    {W y : ℝ} (hW : ‖H‖ ≤ W) (hW' : ‖H'‖ ≤ W) (hy : W < y) :
    ‖green H (y * Complex.I) o o - green H' (y * Complex.I) o o‖
      ≤ 2 * (W / y) ^ (2 * R + 2) / (y - W) := by
  have hn : ‖(y * Complex.I : ℂ)‖ = y := by
    rw [norm_mul, Complex.norm_I, mul_one, Complex.norm_real, Real.norm_eq_abs,
      abs_of_pos (((norm_nonneg H).trans hW).trans_lt hy)]
  have h := local_green_sub_le hH hH' heq hW hW' (z := y * Complex.I) (by rwa [hn])
  rwa [hn] at h

/-- For a Hamiltonian with hoppings only on edges and operator norm at most `W`, cutting out
the cluster of radius `R` around `o` changes the local Green function at `o` by at most
`2 (W/|z|)^(2R+2) / (|z| - W)` whenever `|z| > W`. -/
theorem cluster_error_le {G : SimpleGraph V} {H : Matrix V V ℂ} (hH : HopsOn G H)
    (o : V) (R : ℕ) {W : ℝ} (hW : ‖H‖ ≤ W) {z : ℂ} (hz : W < ‖z‖) :
    ‖green H z o o - green (cluster G o R H) z o o‖
      ≤ 2 * (W / ‖z‖) ^ (2 * R + 2) / (‖z‖ - W) := by
  classical
  -- the cluster Hamiltonian is `P H P` with `P` the projector on the ball
  let p : V → ℂ := fun i => if InBall G o R i then 1 else 0
  have hP : ‖(Matrix.diagonal p : Matrix V V ℂ)‖ ≤ 1 := by
    rw [Matrix.l2_opNorm_diagonal, pi_norm_le_iff_of_nonneg zero_le_one]
    intro i
    by_cases hi : InBall G o R i <;> simp [p, hi]
  have hC : cluster G o R H = Matrix.diagonal p * H * Matrix.diagonal p := by
    ext i j
    rw [Matrix.mul_diagonal, Matrix.diagonal_mul]
    by_cases hi : InBall G o R i <;> by_cases hj : InBall G o R j <;>
      simp [cluster, p, hi, hj]
  have hCW : ‖cluster G o R H‖ ≤ W := by
    rw [hC]
    calc ‖Matrix.diagonal p * H * Matrix.diagonal p‖
        ≤ ‖Matrix.diagonal p * H‖ * ‖(Matrix.diagonal p : Matrix V V ℂ)‖ := norm_mul_le _ _
      _ ≤ ‖Matrix.diagonal p * H‖ * 1 := mul_le_mul_of_nonneg_left hP (norm_nonneg _)
      _ ≤ ‖(Matrix.diagonal p : Matrix V V ℂ)‖ * ‖H‖ := by
          rw [mul_one]; exact norm_mul_le _ _
      _ ≤ 1 * ‖H‖ := mul_le_mul_of_nonneg_right hP (norm_nonneg _)
      _ ≤ W := by rwa [one_mul]
  refine local_green_sub_le hH (fun i j hij hadj => ?_) (fun i j hi hj => ?_) hW hCW hz
  · simp [cluster, hH i j hij hadj]
  · simp [cluster, hi, hj]

/-- For a dimer with hopping `t` and zero on-site energies, the local Green function minus its value
after the bond is cut equals `t² / (z (z² - t²))`, for `z ≠ 0` and `z² ≠ t²`. The formula is stated
multiplied through by its denominator. -/
theorem dimer_error {z t : ℂ} (hz : z ≠ 0) (hzt : z ^ 2 - t ^ 2 ≠ 0) :
    z * (z ^ 2 - t ^ 2) * (green !![0, t; t, 0] z 0 0 - green !![0, 0; 0, 0] z 0 0)
      = t ^ 2 := by
  have key : ∀ s : ℂ, z ^ 2 - s ^ 2 ≠ 0 →
      green !![0, s; s, 0] z 0 0 = z * (z ^ 2 - s ^ 2)⁻¹ := by
    intro s hs
    have hc := mul_inv_cancel₀ hs
    set c := (z ^ 2 - s ^ 2)⁻¹
    have hM : z • (1 : Matrix (Fin 2) (Fin 2) ℂ) - !![0, s; s, 0] = !![z, -s; -s, z] := by
      ext i j
      fin_cases i <;> fin_cases j <;> simp
    have e1 : z * (z * c) + -s * (s * c) = 1 := by linear_combination hc
    have e2 : z * (s * c) + -s * (z * c) = 0 := by ring
    have e3 : -s * (z * c) + z * (s * c) = 0 := by ring
    have e4 : -s * (s * c) + z * (z * c) = 1 := by linear_combination hc
    have hinv : (!![z, -s; -s, z])⁻¹ = !![z * c, s * c; s * c, z * c] := by
      apply Matrix.inv_eq_right_inv
      rw [Matrix.mul_fin_two, e1, e2, e3, e4, Matrix.one_fin_two]
    rw [green, hM, hinv]
    rfl
  have h0 : z ^ 2 - (0 : ℂ) ^ 2 ≠ 0 := by simpa using hz
  have ht := mul_inv_cancel₀ hzt
  have hf := mul_inv_cancel₀ h0
  rw [key t hzt, key 0 h0]
  linear_combination z ^ 2 * ht - (z ^ 2 - t ^ 2) * hf

end

end ClusterConvergence
```

```lean
#print axioms ClusterConvergence.local_green_sub_le_imaginary
-- 'ClusterConvergence.local_green_sub_le_imaginary' depends on axioms: [propext, Classical.choice, Quot.sound]
#print axioms ClusterConvergence.cluster_error_le
-- 'ClusterConvergence.cluster_error_le' depends on axioms: [propext, Classical.choice, Quot.sound]
#print axioms ClusterConvergence.dimer_error
-- 'ClusterConvergence.dimer_error' depends on axioms: [propext, Classical.choice, Quot.sound]
```

## From walks to Lean lemmas

`pow_eq_zero_outside` and `row_eq` are the two inductions on the number of hops; `pow_succ` splits off the last hop. `return_amplitude_eq` chooses `a` and `b` by halving `n - 1`, obtains the columns from the transposed matrices, and compares the double sum term by term.

`green_equation` contains the null-vector argument and the equation of motion. `entry_le` bounds an entry by applying the matrix to a unit vector, and `remainder_le` combines this with the bound on $\|g\|$. In `local_green_sub_le`, `step` is the equation multiplied by $H^n$, and `iter` is its iterated difference, where `linear_combination` cancels the equal return amplitudes. `key` is the estimate before division by $|z|^{2R+2}$.

For the cluster, `cluster_error_le` writes the truncated matrix as $PHP$, with $P$ the projector on the ball. Since $\|P\|\le1$, its norm is still at most $W$, and the main theorem applies. `dimer_error` checks an explicit $2\times2$ inverse and states the dimer formula multiplied through by its denominator.
